# Derivative overlaps through a state of different energy, from matrix elements of the Hamiltonian's derivatives and the energy gap

The theorem `virtual_transition` concerns a finite-dimensional Hermitian Hamiltonian that depends on real coordinates, with orthonormal eigenstates, where the Hamiltonian and the states have partial derivatives at the geometry `R`. For two distinct states g and k whose energies differ at `R`, it states that ⟨∂ₐg|k⟩⟨k|∂_b g⟩ = ⟨g|∂ₐH|k⟩⟨k|∂_bH|g⟩/(E_k − E_g)². The proof differentiates the matrix element ⟨k|H|g⟩, which is zero at every geometry, to get (E_k − E_g)⟨k|∂g⟩ = −⟨k|∂H|g⟩ along each coordinate. It then combines this relation for b with its complex conjugate for a, and divides by the squared gap.

In Lean, a first try:

```lean
import Mathlib

open Matrix Finset

namespace EhrenfestBerryMass

noncomputable section

variable {ι n : Type*} [DecidableEq ι] [Fintype n] [DecidableEq n]

/-- A Hermitian Hamiltonian family `H R` with orthonormal eigenstates `φ R k` and real
levels `E R k`. -/
structure IsAdiabaticFrame (H : (ι → ℝ) → Matrix n n ℂ) (φ : (ι → ℝ) → n → n → ℂ)
    (E : (ι → ℝ) → n → ℝ) : Prop where
  herm : ∀ R, (H R).IsHermitian
  orth : ∀ R j k, star (φ R j) ⬝ᵥ φ R k = if j = k then 1 else 0
  eigen : ∀ R k, H R *ᵥ φ R k = (E R k : ℂ) • φ R k

/-- At the geometry `R`, `D a` and `dφ a k` are the partial derivatives of the Hamiltonian
and of the state `k` along the coordinate `a`. -/
structure HasPartials (H : (ι → ℝ) → Matrix n n ℂ) (φ : (ι → ℝ) → n → n → ℂ) (R : ι → ℝ)
    (D : ι → Matrix n n ℂ) (dφ : ι → n → n → ℂ) : Prop where
  ham : ∀ a i j, HasDerivAt (fun t => H (Function.update R a t) i j) (D a i j) (R a)
  state : ∀ a k i, HasDerivAt (fun t => φ (Function.update R a t) k i) (dφ a k i) (R a)

/-- The matrix element of `D` between the states `u j` and `u k`. -/
def element (u : n → n → ℂ) (D : Matrix n n ℂ) (j k : n) : ℂ := star (u j) ⬝ᵥ D *ᵥ u k

omit [DecidableEq n] in
/-- Product rule for the bilinear product of two vectors that depend on one coordinate. -/
theorem hasDerivAt_dot {x y : ℝ → n → ℂ} {x' y' : n → ℂ} {s : ℝ}
    (hx : ∀ i, HasDerivAt (fun t => x t i) (x' i) s)
    (hy : ∀ i, HasDerivAt (fun t => y t i) (y' i) s) :
    HasDerivAt (fun t => x t ⬝ᵥ y t) (x' ⬝ᵥ y s + x s ⬝ᵥ y') s := by
  have h : HasDerivAt (fun t => ∑ i, x t i * y t i) (∑ i, (x' i * y s i + x s i * y' i)) s :=
    HasDerivAt.fun_sum fun i _ => (hx i).fun_mul (hy i)
  rw [Finset.sum_add_distrib] at h
  exact h

omit [DecidableEq n] in
/-- Exchanging the two states conjugates the matrix element of a Hermitian matrix. -/
theorem element_conj (u : n → n → ℂ) {D : Matrix n n ℂ} (hD : D.IsHermitian) (j k : n) :
    element u D j k = star (element u D k j) := by
  unfold element
  rw [Matrix.star_dotProduct, Matrix.star_mulVec, hD.eq, ← Matrix.dotProduct_mulVec]

variable {H : (ι → ℝ) → Matrix n n ℂ} {φ : (ι → ℝ) → n → n → ℂ} {E : (ι → ℝ) → n → ℝ}
  {R : ι → ℝ} {D : ι → Matrix n n ℂ} {dφ : ι → n → n → ℂ}

/-- The partial derivatives of a Hermitian Hamiltonian family are Hermitian. -/
theorem partial_isHermitian (hF : IsAdiabaticFrame H φ E) (hd : HasPartials H φ R D dφ)
    (a : ι) : (D a).IsHermitian := by
  ext i j
  have h : HasDerivAt (fun t => H (Function.update R a t) i j) (star (D a j i)) (R a) :=
    (hd.ham a j i).star.congr_of_eventuallyEq
      (Filter.Eventually.of_forall fun t => ((hF.herm _).apply i j).symm)
  exact h.unique (hd.ham a i j)

/-- For orthonormal states, the two derivative terms of each overlap sum to zero. -/
theorem overlap_deriv (hF : IsAdiabaticFrame H φ E) (hd : HasPartials H φ R D dφ)
    (a : ι) (j k : n) : star (dφ a j) ⬝ᵥ φ R k + star (φ R j) ⬝ᵥ dφ a k = 0 := by
  have h := hasDerivAt_dot (x := fun t => star (φ (Function.update R a t) j))
    (x' := star (dφ a j)) (fun i => (hd.state a j i).star) (hd.state a k)
  simp only [hF.orth, Function.update_eq_self] at h
  exact h.unique (hasDerivAt_const _ _)

/-- The product of two derivative overlaps of `g` through a state `k` of different energy is a
product of matrix elements of the Hamiltonian derivatives over the squared gap. -/
theorem virtual_transition (hF : IsAdiabaticFrame H φ E) (hd : HasPartials H φ R D dφ)
    {g k : n} (hk : k ≠ g) (hE : E R k ≠ E R g) (a b : ι) :
    (star (dφ a g) ⬝ᵥ φ R k) * (star (φ R k) ⬝ᵥ dφ b g) =
      element (φ R) (D a) g k * element (φ R) (D b) k g / ((E R k - E R g : ℝ) : ℂ) ^ 2 := by
  -- differentiate the vanishing matrix element of `H` between `k` and `g`
  have key : ∀ c, ((E R k - E R g : ℝ) : ℂ) * (star (φ R k) ⬝ᵥ dφ c g) =
      -element (φ R) (D c) k g := by
    intro c
    have hy : ∀ i, HasDerivAt
        (fun t => (H (Function.update R c t) *ᵥ φ (Function.update R c t) g) i)
        ((D c *ᵥ φ R g + H R *ᵥ dφ c g) i) (R c) := by
      intro i
      have h := hasDerivAt_dot (x := fun t => H (Function.update R c t) i) (x' := D c i)
        (hd.ham c i) (hd.state c g)
      simp only [Function.update_eq_self] at h
      exact h
    have m := hasDerivAt_dot (x := fun t => star (φ (Function.update R c t) k))
      (x' := star (dφ c k)) (fun i => (hd.state c k i).star) hy
    simp only [hF.eigen, dotProduct_smul, hF.orth, if_neg hk, smul_zero,
      Function.update_eq_self, dotProduct_add, smul_eq_mul] at m
    have m0 := m.unique (hasDerivAt_const _ _)
    have hl : star (φ R k) ⬝ᵥ H R *ᵥ dφ c g = (E R k : ℂ) * (star (φ R k) ⬝ᵥ dφ c g) := by
      have hs : star (H R *ᵥ φ R k) = star (φ R k) ᵥ* H R := by
        rw [Matrix.star_mulVec, (hF.herm R).eq]
      rw [Matrix.dotProduct_mulVec, ← hs, hF.eigen, star_smul, smul_dotProduct, smul_eq_mul,
        Complex.star_def, Complex.conj_ofReal]
    rw [hl] at m0
    unfold element
    push_cast
    linear_combination m0 - (E R g : ℂ) * overlap_deriv hF hd c k g
  have hne : ((E R k - E R g : ℝ) : ℂ) ≠ 0 := Complex.ofReal_ne_zero.2 (sub_ne_zero.2 hE)
  have ha := congrArg (starRingEnd ℂ) (key a)
  rw [map_mul, Complex.conj_ofReal, map_neg] at ha
  rw [Matrix.star_dotProduct (dφ a g), element_conj _ (partial_isHermitian hF hd a) g k,
    eq_div_iff (pow_ne_zero 2 hne)]
  simp only [Complex.star_def]
  linear_combination ((E R k - E R g : ℝ) : ℂ) * (star (φ R k) ⬝ᵥ dφ b g) * ha -
    (starRingEnd ℂ) (element (φ R) (D a) k g) * key b

end

end EhrenfestBerryMass
```

Compiling this gives:

```
Main.lean:89:24: error: Application type mismatch: The argument
  hasDerivAt_const ?m.211 ?m.212
has type
  HasDerivAt (fun x => ?m.212) 0 ?m.211
but is expected to have type
  HasDerivAt (fun t => ↑(E (Function.update R c t) g) * 0) ?m.204 (R c)
in the application
  HasDerivAt.unique m (hasDerivAt_const ?m.211 ?m.212)
Main.lean:87:62: warning: This simp argument is unused:
  smul_zero

Hint: Omit it from the simp argument list.
  [apply] simp only [hF.eigen, dotProduct_smul, hF.orth, if_neg hk, Function.update_eq_self, dotProduct_add,
    smul_eq_mul] at m

Note: This linter can be disabled with `set_option linter.unusedSimpArgs false`
```

Diagnosis. The error says that `hasDerivAt_const` was given where Lean expected a derivative of `fun t => ↑(E (Function.update R c t) g) * 0`. That function is zero everywhere, but as written it still contains `t`, and `hasDerivAt_const` only fits a function whose body does not depend on its variable. Lean does not reduce a complex product with zero to a constant by unfolding definitions, so the two don't match.

The product should have been removed by the `simp only` just before. The eigenvalue equation and orthogonality turn the matrix element into the energy of g times zero, but `smul_eq_mul` writes the scalar action `•` as ordinary multiplication. The lemma `smul_zero` is about `•`, so it found nothing to rewrite, which is why the warning calls it unused.

The repair replaces `smul_zero` with `mul_zero`, which simplifies the product to `0`. The function is then constant, `hasDerivAt_const` applies, and the warning goes too.

After these edits no error is left:

```diff
@@ -85,5 +85,5 @@
     have m := hasDerivAt_dot (x := fun t => star (φ (Function.update R c t) k))
       (x' := star (dφ c k)) (fun i => (hd.state c k i).star) hy
-    simp only [hF.eigen, dotProduct_smul, hF.orth, if_neg hk, smul_zero,
+    simp only [hF.eigen, dotProduct_smul, hF.orth, if_neg hk, mul_zero,
       Function.update_eq_self, dotProduct_add, smul_eq_mul] at m
     have m0 := m.unique (hasDerivAt_const _ _)
```
